# An even gap-state density of at least r > 0 keeps a Fermi level in its window within |q|/r of the centre

When a metal touches a semiconductor, its wave functions decay into the semiconductor at energies inside the band gap. These evanescent states, described by the complex band structure, give the interface a density of states in the gap. If charge is transferred across the interface, the Fermi level moves through this density. How far can it move for a given charge?

Suppose that the density is symmetric about the branch point, the energy where the gap states change from mainly valence to mainly conduction character, and that it never falls below a positive value r. A Fermi level E in the window of gap states, with excess charge q relative to half filling, counted in electrons, then satisfies

|E| ≤ |q| / r,

with energies measured from the branch point. In particular, half filling puts the Fermi level at the branch point.

This bears on Fermi-level pinning at interfaces, for a prescribed density at zero temperature that does not respond to the charge. It bounds the level once q is known; the electrostatics that determines q in a real contact is not part of the model.

## Gap states in a finite window

Let the gap states occupy the energies from -D to D, and let ρ(x) be their number per unit energy at energy x. With all states below E filled and all states above it empty, the filling is

N(E) = ∫ from -D to E of ρ(x) dx,

and the excess charge is

q(E) = N(E) - N(D)/2.

It counts carriers, so it is positive when more than half the states are filled. For electrons the electrical charge is -e times this number. Neutrality means q(E) = 0. That half filling is the neutral state is a physical assumption: it says that the gap states derive in equal parts from the valence and the conduction band.

In Lean 4 with Mathlib:

```lean
import Mathlib

open Set MeasureTheory

namespace BranchPointPinning

noncomputable section
```

The conditions on the density, apart from its symmetry, are collected in one predicate.

```lean
/-- A density of gap states that is continuous on the window `[-D, D]` and bounded below
there by a positive constant `r`. -/
structure IsGapDensity (ρ : ℝ → ℝ) (D r : ℝ) : Prop where
  pos : 0 < r
  cont : ContinuousOn ρ (Icc (-D) D)
  lower : ∀ x ∈ Icc (-D) D, r ≤ ρ x
```

`IsGapDensity ρ D r` says that r is positive, that ρ is continuous on the closed interval `Icc (-D) D`, and that ρ is at least r there. The function `ρ` is defined on the whole real line, but these conditions concern only its values in the window. The branch point is represented by the number 0; its position is not computed from a complex band structure.

```lean
/-- The number of states between the lower edge `-D` and the Fermi level `E`. -/
def filling (ρ : ℝ → ℝ) (D E : ℝ) : ℝ := ∫ x in (-D)..E, ρ x

/-- The filling up to the Fermi level `E`, measured from half of the total filling. -/
def excessCharge (ρ : ℝ → ℝ) (D E : ℝ) : ℝ := filling ρ D E - filling ρ D D / 2
```

These two definitions are N(E) and q(E). The main theorem, `fermi_level_pinning`, takes a density satisfying the predicate, its evenness on the window and a level `E` in the window, and concludes `|E| ≤ |excessCharge ρ D E| / r`.

## Continuity: a filling without jumps

Physically, continuity says that the gap states form a smooth continuum, as expected when they are broadened by coupling to the metal. The derivation uses it only to ensure that ρ can be integrated between any two energies of the window, so that the filling is well defined and integrals over adjacent intervals add up.

```lean
/-- A density that is continuous on the window is integrable between any two energies of the window.
-/
theorem gap_density_integrable {ρ : ℝ → ℝ} {D a b : ℝ}
    (hc : ContinuousOn ρ (Icc (-D) D)) (ha : a ∈ Icc (-D) D) (hb : b ∈ Icc (-D) D) :
    IntervalIntegrable ρ volume a b :=
  (hc.mono (uIcc_subset_Icc ha hb)).intervalIntegrable
```

The proof restricts continuity from the window to the interval between `a` and `b`, where a continuous function is integrable.

An integrable density with steps would serve the same purpose. A perfectly sharp level is different: the filling jumps when the Fermi level passes it, and charges inside the jump belong to no Fermi level unless partial occupation is allowed.

## A positive floor: every shift in energy costs charge

The bound ρ ≥ r > 0 says that there are states to fill at every energy in the window. For a continuous density that is strictly positive on the closed window, r can be taken as its minimum.

Take two levels E₁ ≤ E₂ in the window. The half-filling term cancels in the difference of their charges, and additivity of the integral gives

q(E₂) - q(E₁) = N(E₂) - N(E₁) = ∫ from E₁ to E₂ of ρ(x) dx.

Since ρ(x) ≥ r throughout this interval,

q(E₂) - q(E₁) ≥ r (E₂ - E₁).

```lean
/-- For a density bounded below by `r` on the window, raising the Fermi level from `E₁` to `E₂`
within the window adds an excess charge of at least `r * (E₂ - E₁)`. -/
theorem charge_added_ge {ρ : ℝ → ℝ} {D r E₁ E₂ : ℝ} (h : IsGapDensity ρ D r)
    (h₁ : E₁ ∈ Icc (-D) D) (h₂ : E₂ ∈ Icc (-D) D) (hle : E₁ ≤ E₂) :
    r * (E₂ - E₁) ≤ excessCharge ρ D E₂ - excessCharge ρ D E₁ := by
  have hm : -D ∈ Icc (-D) D := ⟨le_refl _, h₁.1.trans h₁.2⟩
  -- the added charge is the integral of the density between the two levels
  have hadd := intervalIntegral.integral_add_adjacent_intervals
    (gap_density_integrable h.cont hm h₁) (gap_density_integrable h.cont h₁ h₂)
  have hmono : ∫ _x in E₁..E₂, r ≤ ∫ x in E₁..E₂, ρ x :=
    intervalIntegral.integral_mono_on hle (continuous_const.intervalIntegrable _ _)
      (gap_density_integrable h.cont h₁ h₂)
      (fun x hx => h.lower x ⟨h₁.1.trans hx.1, hx.2.trans h₂.2⟩)
  rw [intervalIntegral.integral_const, smul_eq_mul] at hmono
  unfold excessCharge filling
  linarith
```

In the proof, `hadd` is the additivity of the integral and `hmono` compares ρ with the constant r. The integral of that constant is then evaluated, and `linarith` combines the two facts after the definitions have been unfolded.

Dividing by r, which is where its positivity enters, turns this into a bound on the energy difference. If the levels are in the opposite order, their roles are exchanged. In both cases

|E₂ - E₁| ≤ |q(E₂) - q(E₁)| / r.

```lean
/-- Two Fermi levels in the window differ by at most the difference of their excess charges divided
by the positive lower bound `r` on the density; the density need not be even. -/
theorem fermi_level_shift_le {ρ : ℝ → ℝ} {D r E₁ E₂ : ℝ} (h : IsGapDensity ρ D r)
    (h₁ : E₁ ∈ Icc (-D) D) (h₂ : E₂ ∈ Icc (-D) D) :
    |E₂ - E₁| ≤ |excessCharge ρ D E₂ - excessCharge ρ D E₁| / r := by
  rw [le_div_iff₀ h.pos]
  rcases le_total E₁ E₂ with hle | hle
  · have k := charge_added_ge h h₁ h₂ hle
    have a := le_abs_self (excessCharge ρ D E₂ - excessCharge ρ D E₁)
    rw [abs_of_nonneg (sub_nonneg.2 hle)]
    linarith
  · have k := charge_added_ge h h₂ h₁ hle
    have a := neg_le_abs (excessCharge ρ D E₂ - excessCharge ρ D E₁)
    rw [abs_sub_comm E₂ E₁, abs_of_nonneg (sub_nonneg.2 hle)]
    linarith
```

The proof first multiplies the claim by r using `le_div_iff₀`, then treats the two orders of the levels separately. No symmetry has been used so far: a large density of gap states makes the Fermi level stiff against charging wherever the neutral level lies.

Without the floor, neutrality need not determine the level. Let 0 < a < D and take the even, continuous density

ρ(x) = max(0, |x| - a).

It vanishes between -a and a, so every Fermi level in that interval is neutral.

## Evenness: half filling at the branch point

The condition ρ(-x) = ρ(x) says that the gap states are distributed symmetrically about zero energy. It can hold in models where the valence and conduction bands mirror each other, provided that the metal and its coupling to the semiconductor share this symmetry. For most real interfaces it is an idealisation.

The derivation uses it once, to locate the neutral level. Substituting x = -y in the lower half of the window gives

∫ from -D to 0 of ρ(x) dx = ∫ from 0 to D of ρ(-y) dy = ∫ from 0 to D of ρ(y) dy.

The two halves hold equal numbers of states and together make up N(D). Hence N(0) = N(D)/2, which is q(0) = 0.

```lean
/-- For an even continuous density, a Fermi level at zero energy gives exactly half filling. -/
theorem branch_point_neutral {ρ : ℝ → ℝ} {D : ℝ} (hD : 0 ≤ D)
    (hc : ContinuousOn ρ (Icc (-D) D)) (heven : ∀ x ∈ Icc (-D) D, ρ (-x) = ρ x) :
    excessCharge ρ D 0 = 0 := by
  have h0 : (0 : ℝ) ∈ Icc (-D) D := ⟨by linarith, hD⟩
  have hm : -D ∈ Icc (-D) D := ⟨le_refl _, by linarith⟩
  have hp : D ∈ Icc (-D) D := ⟨by linarith, le_refl _⟩
  -- reflection maps the lower half of the window onto the upper half
  have hsym : ∫ x in (-D)..0, ρ x = ∫ x in (0 : ℝ)..D, ρ x := by
    have h1 := intervalIntegral.integral_comp_neg (a := 0) (b := D) ρ
    rw [neg_zero] at h1
    rw [← h1]
    apply intervalIntegral.integral_congr
    intro x hx
    exact heven x (uIcc_subset_Icc h0 hp hx)
  have hadd := intervalIntegral.integral_add_adjacent_intervals
    (gap_density_integrable hc hm h0) (gap_density_integrable hc h0 hp)
  unfold excessCharge filling
  linarith
```

Here `hsym` is the reflection step: `integral_comp_neg` performs the substitution and `heven` replaces ρ(-x) by ρ(x). Then `hadd` joins the two halves. The lower bound r plays no part, so zero energy is neutral even for an even density that vanishes somewhere.

Without evenness the neutral level can move away from zero. For D = 1 and ρ(x) = 2 + x, which is at least 1 on the window,

q(E) = 2E + E²/2 - 1/2.

This vanishes at E = √5 - 2, about 0.24, while q(0) = -1/2. The bound on |E| fails at the neutral level, although the bound on energy differences still holds.

## A Fermi level inside the window

The requirement -D ≤ E ≤ D keeps the Fermi level among the states that the model describes. Taking E₁ = 0 and E₂ = E in the bound on energy differences, and using q(0) = 0, gives

|E| = |E - 0| ≤ |q(E) - q(0)| / r = |q(E)| / r.

```lean
/-- For an even density of gap states bounded below by `r`, the distance of a Fermi level in the
window from zero energy is at most the magnitude of the excess charge divided by `r`. -/
theorem fermi_level_pinning {ρ : ℝ → ℝ} {D r E : ℝ} (h : IsGapDensity ρ D r)
    (heven : ∀ x ∈ Icc (-D) D, ρ (-x) = ρ x) (hE : E ∈ Icc (-D) D) :
    |E| ≤ |excessCharge ρ D E| / r := by
  have hD : 0 ≤ D := by linarith [hE.1, hE.2]
  have h0 : (0 : ℝ) ∈ Icc (-D) D := ⟨by linarith, hD⟩
  -- compare the given level with the neutral one
  have k := fermi_level_shift_le h h0 hE
  rwa [branch_point_neutral hD h.cont heven, sub_zero, sub_zero] at k
```

The membership `hE` also implies D ≥ 0, so that zero lies in the window. The proof applies `fermi_level_shift_le` to the levels 0 and `E` and removes the zero terms with `branch_point_neutral`.

If q(E) = 0, the right-hand side is zero and E = 0 follows. Conversely, E = 0 is neutral by symmetry. Neutrality and a Fermi level at the branch point are therefore equivalent.

```lean
/-- For an even density of gap states with a positive lower bound, and a Fermi level in the window,
the filling is exactly half of the total filling if and only if the Fermi level lies at zero energy.
-/
theorem neutral_iff_branch_point {ρ : ℝ → ℝ} {D r E : ℝ} (h : IsGapDensity ρ D r)
    (heven : ∀ x ∈ Icc (-D) D, ρ (-x) = ρ x) (hE : E ∈ Icc (-D) D) :
    excessCharge ρ D E = 0 ↔ E = 0 := by
  constructor
  · intro hq
    have k := fermi_level_pinning h heven hE
    rw [hq, abs_zero, zero_div] at k
    exact abs_nonpos_iff.1 k
  · intro h0
    rw [h0]
    exact branch_point_neutral (by linarith [hE.1, hE.2]) h.cont heven
```

The two parts of the proof are these two implications.

Outside the window the floor on ρ gives no information. If D > 0 and the density equals r inside the window and zero outside, a level at 5D has excess charge rD. The bound would place it within D of zero, which is false.

## A charge that the window can hold

So far the Fermi level was given and its charge followed. In an interface problem the charge may be prescribed and the level sought. The window can be at most full and at least empty, which limits the charge to

|q| ≤ N(D)/2.

Within this range there is exactly one Fermi level for each charge, even for a density that is not symmetric. At the edges,

q(-D) = -N(D)/2 and q(D) = N(D)/2.

The excess charge varies continuously with E, so by the intermediate value theorem it takes every value between these two. If two levels had the same charge, the bound on energy differences would make their distance zero.

```lean
/-- For a continuous density with a positive lower bound on the window, every excess charge of
magnitude at most half the total filling belongs to exactly one Fermi level in the window; the
density need not be even. -/
theorem existsUnique_fermi_level {ρ : ℝ → ℝ} {D r q : ℝ} (h : IsGapDensity ρ D r)
    (hD : 0 ≤ D) (hq : |q| ≤ filling ρ D D / 2) :
    ∃! E, E ∈ Icc (-D) D ∧ excessCharge ρ D E = q := by
  have hle : -D ≤ D := by linarith
  have hcont : ContinuousOn (excessCharge ρ D) (Icc (-D) D) := by
    have k := intervalIntegral.continuousOn_primitive_interval'
      (gap_density_integrable h.cont (left_mem_Icc.2 hle) (right_mem_Icc.2 hle))
      left_mem_uIcc
    rw [uIcc_of_le hle] at k
    exact k.sub continuousOn_const
  -- the empty and the full window bracket the prescribed charge
  have hlow : excessCharge ρ D (-D) = -(filling ρ D D / 2) := by
    have k : filling ρ D (-D) = 0 := intervalIntegral.integral_same
    unfold excessCharge
    rw [k, zero_sub]
  have hhigh : excessCharge ρ D D = filling ρ D D / 2 := by
    unfold excessCharge
    ring
  have hmem : q ∈ Icc (excessCharge ρ D (-D)) (excessCharge ρ D D) := by
    rw [hlow, hhigh]
    exact abs_le.1 hq
  obtain ⟨E, hE, hEq⟩ := intermediate_value_Icc hle hcont hmem
  refine ⟨E, ⟨hE, hEq⟩, ?_⟩
  rintro E' ⟨hE', hEq'⟩
  have k := fermi_level_shift_le h hE hE'
  rw [hEq, hEq', sub_self, abs_zero, zero_div] at k
  exact sub_eq_zero.1 (abs_nonpos_iff.1 k)
```

The proof establishes continuity in `hcont` and the edge values in `hlow` and `hhigh`, then obtains the level from `intermediate_value_Icc`. Uniqueness comes from `fermi_level_shift_le`. The hypothesis `hD` ensures that the window contains at least one energy; for D = 0 the only admissible charge is zero, and the level is E = 0. A prescribed charge beyond the limit has no Fermi level in the window, and states outside it would have to be included.

## Equality for a uniform density

For the constant density ρ(x) = r,

q(E) = r(E + D) - (2rD)/2 = rE,

so |E| = |q(E)|/r. The constant density is even and meets all the conditions, so for D > 0 the factor 1/r in the bound cannot be replaced by a smaller one that works for every admissible density.

```lean
/-- The uniform density `r` is an admissible density of gap states, and for it the distance of
the Fermi level from zero energy equals the magnitude of the excess charge divided by `r`. -/
theorem uniform_density_sharp {D r : ℝ} (hr : 0 < r) (E : ℝ) :
    IsGapDensity (fun _ => r) D r ∧ |E| = |excessCharge (fun _ => r) D E| / r := by
  refine ⟨⟨hr, continuousOn_const, fun _ _ => le_refl r⟩, ?_⟩
  have k : excessCharge (fun _ => r) D E = E * r := by
    unfold excessCharge filling
    simp only [intervalIntegral.integral_const, smul_eq_mul]
    ring
  rw [k, abs_mul, abs_of_pos hr, eq_div_iff hr.ne']

end

end BranchPointPinning
```

The first part of the statement confirms that the constant density satisfies `IsGapDensity`; the second is the equality. Because a constant density has the same formula at all energies, `E` is not restricted to the window here. The proof evaluates the constant integrals and cancels r.

```lean
#print axioms BranchPointPinning.fermi_level_pinning
#print axioms BranchPointPinning.neutral_iff_branch_point
#print axioms BranchPointPinning.existsUnique_fermi_level
#print axioms BranchPointPinning.uniform_density_sharp
```

```
'BranchPointPinning.fermi_level_pinning' depends on axioms: [propext, Classical.choice, Quot.sound]
'BranchPointPinning.neutral_iff_branch_point' depends on axioms: [propext, Classical.choice, Quot.sound]
'BranchPointPinning.existsUnique_fermi_level' depends on axioms: [propext, Classical.choice, Quot.sound]
'BranchPointPinning.uniform_density_sharp' depends on axioms: [propext, Classical.choice, Quot.sound]
```

## A ceiling on the density gives a least shift

The same comparison of integrals works with an upper bound, a variant that the code above does not include. Suppose that the even density also satisfies ρ(x) ≤ R on the window. Since q(0) = 0, the excess charge is the integral of ρ from 0 to E, and its magnitude is at most R|E|. Together with the earlier bound this gives

|q| / R ≤ |E| ≤ |q| / r.

The floor limits how far a given charge can move the Fermi level from the branch point, and the ceiling sets the least distance that it must move.
